# Symmetric Metropolis moves keep Laughlin's $|\psi|^2$ stationary on a finite set without zeros

A Monte Carlo run can give smooth, settled averages that belong to the wrong distribution. Suppose a program sampling a quantum Hall state records a configuration only when a move is accepted, and skips the repeats caused by rejections. The averages may still settle down, yet in general the configurations no longer occur with weights $|\psi|^2$, and averages computed from them can be biased. For the chain that keeps the repeats, the normalized $|\psi|^2$ is stationary under the conditions stated below, and it is the only stationary distribution when the proposals connect all configurations.

## Balance of flows between configurations

A configuration of $N$ electrons in the plane is a tuple $z$ of complex positions $z_i$, in units of the magnetic length. Laughlin's wavefunction with exponent $m$ is, up to normalization,

$$\psi(z)=\prod_{i<j}(z_i-z_j)^m\,\exp\Big(-\tfrac14\sum_i|z_i|^2\Big).$$

The Gaussian never vanishes, so for $m\neq0$ we have $\psi(z)=0$ exactly when two electrons coincide.

Let $S$ be a finite nonempty set of configurations with $\psi\neq0$, and put $w(x)=|\psi(x)|^2>0$. From $x$, the configuration $y$ is proposed with probability $Q(x,y)$. The matrix $Q$ is stochastic (nonnegative, with rows summing to one) and symmetric: $y$ is proposed from $x$ with the same probability as $x$ from $y$. The proposal is accepted with probability $A(x,y)=\min(1,w(y)/w(x))$; otherwise the chain stays at $x$. The transition matrix is therefore

$$P(x,y)=Q(x,y)A(x,y)+\delta_{xy}\sum_z Q(x,z)\,(1-A(x,z)).$$

**Stochasticity.** All terms are nonnegative because $0\le A\le1$. Summing over $y$ gives

$$\sum_y P(x,y)=\sum_y Q(x,y)\,[A(x,y)+1-A(x,y)]=1.$$

**Stationarity.** Since $w(x)>0$,

$$w(x)A(x,y)=\min(w(x),w(y)),$$

which is symmetric in $x$ and $y$. For $x\ne y$, the symmetry of $Q$ then gives detailed balance, $w(x)P(x,y)=w(y)P(y,x)$; for $x=y$ it is trivial. Summing over $x$,

$$\sum_x w(x)P(x,y)=w(y)\sum_x P(y,x)=w(y).$$

Dividing by $Z=\sum_z w(z)$ shows that $w/Z$ is a stationary distribution.

**Uniqueness.** Now suppose that possible proposals connect any configuration to any other, and let $\mu$ be stationary. Write $\mu=wf$ and expand the Dirichlet energy:

$$\sum_{x,y}w(x)P(x,y)(f(x)-f(y))^2=\sum_{x,y}w(x)P(x,y)\,[f(x)^2+f(y)^2-2f(x)f(y)].$$

The first term gives $\sum_x w(x)f(x)^2$ by the row sums. The second gives the same by invariance of $w$. The cross term gives minus twice that, by invariance of $wf$. The total is zero, and since no summand is negative, each one vanishes. Where $Q(x,y)>0$, also $P(x,y)\ge Q(x,y)A(x,y)>0$, hence $f(x)=f(y)$. Connectedness makes $f$ a constant $c$, and $\sum_x\mu(x)=1$ forces $c=1/Z$.

## Two electrons in three configurations

Take $N=2$, $m=1$, with both electrons at distance 1 from the origin and separated by an angle of $60^\circ$, $90^\circ$ or $180^\circ$. The squared separations are 1, 2 and 4, and the Gaussian contributes the same factor $e^{-1}$ to each weight. So $w=(1,2,4)/e$, which normalizes to $(1,2,4)/7$. Proposing each configuration with probability $1/3$ gives

$$P=\begin{pmatrix}1/3&1/3&1/3\\1/6&1/2&1/3\\1/12&1/6&3/4\end{pmatrix}.$$

The first column confirms stationarity: $\frac17\left(\frac13+\frac26+\frac4{12}\right)=\frac17$. The other two work likewise.

If only accepted proposals are recorded, counting an accepted proposal of the current configuration, the rows become $(1,1,1)/3$, $(1,2,2)/5$ and $(1,2,4)/7$. Their stationary distribution is $(3,5,7)/15$. The widest pair then appears with frequency $7/15$ instead of $4/7$.

## Laughlin weights and Markov matrices in Lean

```lean
import Mathlib

open Matrix

namespace LaughlinMetropolis

noncomputable section
```

The wavefunction is written out explicitly. `Finset.Ioi i` collects the indices above `i`, so each pair occurs once. The exponent `m` is any natural number; the odd values appropriate to fermions are not singled out.

```lean
/-- Laughlin's wavefunction with exponent `m` for `N` electrons at complex positions `z`,
in units of the magnetic length and without normalization. -/
def laughlin {N : ℕ} (m : ℕ) (z : Fin N → ℂ) : ℂ :=
  (∏ i, ∏ j ∈ Finset.Ioi i, (z i - z j) ^ m) *
    ((Real.exp (-(∑ i, ‖z i‖ ^ 2) / 4) : ℝ) : ℂ)
```

The weight is a function on the finite set `S`, whose elements are ordered tuples: exchanging two electrons at different positions gives a different tuple, which need not belong to `S`.

```lean
/-- The weight `|ψ|²` of each configuration in a finite set `S`. -/
def laughlinWeight {N : ℕ} (m : ℕ) (S : Finset (Fin N → ℂ)) : S → ℝ :=
  fun z => ‖laughlin m z.1‖ ^ 2
```

The general theory uses an arbitrary finite index type `ι`, later specialized to `S`.

```lean
variable {ι : Type*} [Fintype ι]

/-- A stochastic matrix: nonnegative entries, and every row sums to one. -/
def IsStochastic (P : Matrix ι ι ℝ) : Prop :=
  (∀ x y, 0 ≤ P x y) ∧ ∀ x, ∑ y, P x y = 1
```

In `IsStationary`, the product `μ ᵥ* P` treats `μ` as a row vector, so its entry at $y$ is $\sum_x\mu(x)P(x,y)$. Nonnegativity and total one are part of the definition.

```lean
/-- A probability distribution `μ` that is unchanged by one step of the chain `P`. -/
def IsStationary (μ : ι → ℝ) (P : Matrix ι ι ℝ) : Prop :=
  (∀ x, 0 ≤ μ x) ∧ ∑ x, μ x = 1 ∧ μ ᵥ* P = μ
```

Next come $w/Z$ and the acceptance probability $A$.

```lean
/-- The weight `w` divided by its total, for weights whose total is nonzero. -/
def normalized (w : ι → ℝ) : ι → ℝ := fun x => w x / ∑ z, w z

/-- The Metropolis acceptance probability of a move from `x` to `y`, for positive weights `w`. -/
def accept (w : ι → ℝ) (x y : ι) : ℝ := min 1 (w y / w x)
```

`Connected` says that a finite chain of proposals, each of positive probability, leads from any `x` to any `y`. The empty chain is allowed, so a single configuration is connected. Physically, the move set must not split `S` into parts that the walk cannot leave.

```lean
/-- Every configuration can be reached from every other by a chain of possible proposals. -/
def Connected (Q : Matrix ι ι ℝ) : Prop :=
  ∀ x y, Relation.ReflTransGen (fun a b => 0 < Q a b) x y
```

The first theorem translates the condition $\psi\ne0$ into geometry: `Function.Injective z` means that different electrons have different positions. The proof reduces a nonzero product to nonzero factors, then treats the two possible orders of an index pair.

```lean
/-- For `m ≠ 0`, Laughlin's wavefunction is nonzero exactly when no two electrons coincide. -/
theorem laughlin_ne_zero_iff {N m : ℕ} (hm : m ≠ 0) (z : Fin N → ℂ) :
    laughlin m z ≠ 0 ↔ Function.Injective z := by
  have key : laughlin m z ≠ 0 ↔ ∀ i j, i < j → z i ≠ z j := by
    simp [laughlin, Finset.prod_eq_zero_iff, sub_eq_zero, hm]
  rw [key]
  constructor
  · intro h i j hij
    by_contra hne
    rcases lt_or_gt_of_ne hne with hlt | hlt
    · exact h i j hlt hij
    · exact h j i hlt hij.symm
  · intro h i j hij he
    exact hij.ne (h he)
```

The uniform proposal used in the example satisfies every condition placed on $Q$, for any nonempty finite set.

```lean
/-- Proposing all configurations with equal probability is stochastic, symmetric and
connected. -/
theorem uniform_proposal_witness [Nonempty ι] :
    IsStochastic (fun _ _ => (Fintype.card ι : ℝ)⁻¹ : Matrix ι ι ℝ) ∧
    Matrix.IsSymm (fun _ _ => (Fintype.card ι : ℝ)⁻¹ : Matrix ι ι ℝ) ∧
    Connected (fun _ _ => (Fintype.card ι : ℝ)⁻¹ : Matrix ι ι ℝ) := by
  have hc : (0 : ℝ) < Fintype.card ι := by exact_mod_cast Fintype.card_pos
  refine ⟨⟨fun _ _ => (inv_pos.2 hc).le, fun _ => ?_⟩, Matrix.IsSymm.ext fun _ _ => rfl, fun _ _ =>
    Relation.ReflTransGen.single (inv_pos.2 hc)⟩
  rw [Finset.sum_const, Finset.card_univ, nsmul_eq_mul, mul_inv_cancel₀ hc.ne']
```

## The energy identity and the Metropolis matrix

The Dirichlet computation needs only a stochastic matrix that preserves both `w` and `w f`. The steps `hA`, `hB` and `hC` evaluate the three terms of the expanded square, and `hsplit` is the expansion itself.

```lean
/-- If a stochastic matrix preserves both `w` and `w f`, the Dirichlet energy of `f`
vanishes. -/
theorem dirichlet_energy_eq_zero {P : Matrix ι ι ℝ} {w f : ι → ℝ} (hP : IsStochastic P)
    (hw : ∀ y, ∑ x, w x * P x y = w y)
    (hf : ∀ y, ∑ x, w x * f x * P x y = w y * f y) :
    ∑ x, ∑ y, w x * P x y * (f x - f y) ^ 2 = 0 := by
  -- the two square terms and the cross term all equal `∑ w f²`
  have hA : ∑ x, ∑ y, w x * P x y * f x ^ 2 = ∑ x, w x * f x ^ 2 := by
    refine Finset.sum_congr rfl fun x _ => ?_
    calc ∑ y, w x * P x y * f x ^ 2 = w x * f x ^ 2 * ∑ y, P x y := by
          rw [Finset.mul_sum]
          exact Finset.sum_congr rfl fun y _ => by ring
      _ = w x * f x ^ 2 := by rw [hP.2 x, mul_one]
  have hB : ∑ x, ∑ y, w x * P x y * f y ^ 2 = ∑ x, w x * f x ^ 2 := by
    rw [Finset.sum_comm]
    refine Finset.sum_congr rfl fun y _ => ?_
    rw [← Finset.sum_mul, hw y]
  have hC : ∑ x, ∑ y, w x * f x * P x y * f y = ∑ x, w x * f x ^ 2 := by
    rw [Finset.sum_comm]
    refine Finset.sum_congr rfl fun y _ => ?_
    rw [← Finset.sum_mul, hf y]
    ring
  have hsplit : ∑ x, ∑ y, w x * P x y * (f x - f y) ^ 2 =
      ∑ x, ∑ y, w x * P x y * f x ^ 2 + ∑ x, ∑ y, w x * P x y * f y ^ 2
        - 2 * ∑ x, ∑ y, w x * f x * P x y * f y := by
    simp only [Finset.mul_sum, ← Finset.sum_add_distrib, ← Finset.sum_sub_distrib]
    exact Finset.sum_congr rfl fun x _ => Finset.sum_congr rfl fun y _ => by ring
  rw [hsplit, hA, hB, hC]
  ring
```

The matrix is defined as the algorithm acts, with the rejected probability placed on the diagonal. Its row sums are therefore something to prove.

```lean
variable [DecidableEq ι]

/-- The Metropolis matrix: accepted proposals move, and all rejected probability stays put. -/
def metropolis (Q : Matrix ι ι ℝ) (w : ι → ℝ) : Matrix ι ι ℝ := fun x y =>
  Q x y * accept w x y + if x = y then ∑ z, Q x z * (1 - accept w x z) else 0
```

The lower bound $P\ge QA$ holds because the diagonal addition is nonnegative. It serves twice: for the nonnegativity of $P$, and later for the positivity of $P$ along possible proposals.

```lean
/-- A Metropolis step goes from `x` to `y` at least as often as such a move is proposed and
accepted. -/
theorem accepted_le_metropolis {Q : Matrix ι ι ℝ} (hQ : IsStochastic Q) (w : ι → ℝ)
    (x y : ι) : Q x y * accept w x y ≤ metropolis Q w x y := by
  have h : 0 ≤ ∑ z, Q x z * (1 - accept w x z) := Finset.sum_nonneg fun z _ =>
    mul_nonneg (hQ.1 x z) (sub_nonneg.2 (min_le_left _ _))
  simp only [metropolis]
  split_ifs <;> linarith
```

For the row sums, `Finset.sum_ite_eq` collapses the diagonal term, after which accepted and rejected parts recombine into $Q$. Symmetry is not needed here.

```lean
/-- For positive weights, the Metropolis matrix of a stochastic proposal is stochastic. -/
theorem metropolis_stochastic {Q : Matrix ι ι ℝ} {w : ι → ℝ} (hQ : IsStochastic Q)
    (hw : ∀ x, 0 < w x) : IsStochastic (metropolis Q w) := by
  constructor
  · intro x y
    exact (mul_nonneg (hQ.1 x y) (le_min zero_le_one (div_pos (hw y) (hw x)).le)).trans
      (accepted_le_metropolis hQ w x y)
  · intro x
    simp only [metropolis, Finset.sum_add_distrib, Finset.sum_ite_eq, Finset.mem_univ, if_true]
    rw [← Finset.sum_add_distrib]
    refine Eq.trans (Finset.sum_congr rfl fun y _ => ?_) (hQ.2 x)
    ring
```

In the detailed balance proof, `flux` is the identity $w(x)A(x,y)=\min(w(x),w(y))$. The closing `linear_combination` multiplies the difference of its two instances by $Q(x,y)$.

```lean
/-- Detailed balance: for positive weights and symmetric proposals, the flow from `x` to `y` equals
the flow from `y` to `x`. -/
theorem detailed_balance {Q : Matrix ι ι ℝ} {w : ι → ℝ} (hs : Q.IsSymm)
    (hw : ∀ x, 0 < w x) (x y : ι) :
    w x * metropolis Q w x y = w y * metropolis Q w y x := by
  by_cases h : x = y
  · subst h
    rfl
  have flux : ∀ a b, w a * accept w a b = min (w a) (w b) := by
    intro a b
    have ha := (hw a).ne'
    have hab : w a * (w b / w a) = w b := by field_simp
    rw [accept, mul_min_of_nonneg _ _ (hw a).le, mul_one, hab]
  have e1 := flux x y
  have e2 := flux y x
  rw [min_comm] at e2
  simp only [metropolis, if_neg h, if_neg (Ne.symm h), add_zero]
  rw [hs.apply x y]
  linear_combination Q x y * (e1 - e2)
```

Invariance follows by exchanging the flow for its reverse and using the row sum.

```lean
/-- One Metropolis step with symmetric stochastic proposals leaves a positive weight `w` unchanged.
-/
theorem metropolis_invariant {Q : Matrix ι ι ℝ} {w : ι → ℝ} (hQ : IsStochastic Q)
    (hs : Q.IsSymm) (hw : ∀ x, 0 < w x) (y : ι) :
    ∑ x, w x * metropolis Q w x y = w y := by
  calc ∑ x, w x * metropolis Q w x y = ∑ x, w y * metropolis Q w y x :=
        Finset.sum_congr rfl fun x _ => detailed_balance hs hw x y
    _ = w y := by rw [← Finset.mul_sum, (metropolis_stochastic hQ hw).2 y, mul_one]
```

The uniqueness proof follows the derivation above. `hD` is the vanishing energy. In `step`, a vanishing sum of nonnegative terms is taken apart twice, first over $x$ and then over $y$, to give $f(a)=f(b)$ whenever $Q(a,b)>0$. Induction along the chain of proposals yields `hconst`, and the total probability fixes the constant.

```lean
/-- For positive weights and a connected, symmetric, stochastic proposal matrix, any stationary
distribution of the Metropolis chain is the normalized weight. -/
theorem stationary_unique {Q : Matrix ι ι ℝ} {w μ : ι → ℝ} (hQ : IsStochastic Q)
    (hs : Q.IsSymm) (hw : ∀ x, 0 < w x) (hc : Connected Q)
    (hμ : IsStationary μ (metropolis Q w)) : μ = normalized w := by
  obtain ⟨-, hsum, hst⟩ := hμ
  have hP := metropolis_stochastic hQ hw
  obtain ⟨f, hf⟩ : ∃ f : ι → ℝ, ∀ x, μ x = w x * f x :=
    ⟨fun x => μ x / w x, fun x => by have := (hw x).ne'; field_simp⟩
  have hfP : ∀ y, ∑ x, w x * f x * metropolis Q w x y = w y * f y := by
    intro y
    have h := congrFun hst y
    change ∑ x, μ x * metropolis Q w x y = μ y at h
    simpa only [hf] using h
  have hD := dirichlet_energy_eq_zero hP (metropolis_invariant hQ hs hw) hfP
  have hnn : ∀ x y, 0 ≤ w x * metropolis Q w x y * (f x - f y) ^ 2 := fun x y =>
    mul_nonneg (mul_nonneg (hw x).le (hP.1 x y)) (sq_nonneg _)
  -- zero energy makes `f` constant along every possible proposal
  have step : ∀ a b, 0 < Q a b → f a = f b := by
    intro a b hab
    have ha := (Finset.sum_eq_zero_iff_of_nonneg
      (fun x _ => Finset.sum_nonneg fun y _ => hnn x y)).1 hD a (Finset.mem_univ a)
    have hb := (Finset.sum_eq_zero_iff_of_nonneg
      (fun y _ => hnn a y)).1 ha b (Finset.mem_univ b)
    have hpos : 0 < metropolis Q w a b :=
      (mul_pos hab (lt_min one_pos (div_pos (hw b) (hw a)))).trans_le
        (accepted_le_metropolis hQ w a b)
    have hsq := (mul_eq_zero.1 hb).resolve_left (mul_pos (hw a) hpos).ne'
    exact sub_eq_zero.1 ((pow_eq_zero_iff two_ne_zero).1 hsq)
  have hconst : ∀ x y, f x = f y := by
    intro x y
    have h := hc x y
    induction h with
    | refl => rfl
    | tail _ h ih => exact ih.trans (step _ _ h)
  -- the total probability fixes the constant
  ext x
  have h1 : f x * ∑ z, w z = 1 := by
    rw [← hsum, Finset.mul_sum]
    refine Finset.sum_congr rfl fun y _ => ?_
    rw [hf y, hconst x y, mul_comm]
  have hZ : ∑ z, w z ≠ 0 := fun h => by
    rw [h, mul_zero] at h1
    exact zero_ne_one h1
  change μ x = w x / ∑ z, w z
  rw [hf x, eq_div_iff hZ]
  linear_combination w x * h1
```

## The stationary distribution for Laughlin's state

The first main theorem assumes that `S` is nonempty (`hS`), that $\psi$ has no zero on it (`hψ`), and that $Q$ is stochastic and symmetric. It concludes that the Metropolis matrix is stochastic and that the normalized $|\psi|^2$ is stationary. The proof obtains positive weights from `hψ` and divides the invariance equation by the total.

```lean
/-- On a nonempty finite set without zeros of Laughlin's `ψ`, and for a symmetric stochastic
proposal matrix, the Metropolis matrix with weight `|ψ|²` is stochastic, and `|ψ|²` normalized to
total one is stationary for it. -/
theorem laughlin_metropolis {N m : ℕ} {S : Finset (Fin N → ℂ)} (hS : S.Nonempty)
    (hψ : ∀ z ∈ S, laughlin m z ≠ 0) {Q : Matrix S S ℝ} (hQ : IsStochastic Q)
    (hs : Q.IsSymm) :
    IsStochastic (metropolis Q (laughlinWeight m S)) ∧
    IsStationary (normalized (laughlinWeight m S)) (metropolis Q (laughlinWeight m S)) := by
  have hw : ∀ z, 0 < laughlinWeight m S z := fun z =>
    pow_pos (norm_pos_iff.2 (hψ z.1 z.2)) 2
  obtain ⟨z₀, hz₀⟩ := hS
  have hZ : 0 < ∑ z, laughlinWeight m S z :=
    Finset.sum_pos (fun z _ => hw z) ⟨⟨z₀, hz₀⟩, Finset.mem_univ _⟩
  refine ⟨metropolis_stochastic hQ hw, fun z => (div_pos (hw z) hZ).le, ?_, ?_⟩
  · simp only [normalized]
    rw [← Finset.sum_div, div_self hZ.ne']
  · ext y
    change ∑ x, laughlinWeight m S x / (∑ z, laughlinWeight m S z) *
      metropolis Q (laughlinWeight m S) x y =
        laughlinWeight m S y / ∑ z, laughlinWeight m S z
    conv_rhs => rw [← metropolis_invariant hQ hs hw y, Finset.sum_div]
    exact Finset.sum_congr rfl fun x _ => by ring
```

Adding `Connected Q` turns this into an equivalence: a function `μ` on `S` is a stationary distribution exactly when it is the normalized $|\psi|^2$.

```lean
/-- On a nonempty finite set without zeros of Laughlin's `ψ`, and for a connected, symmetric,
stochastic proposal matrix, `μ` is a stationary distribution of the Metropolis matrix with weight
`|ψ|²` exactly when it is the normalized `|ψ|²`. -/
theorem laughlin_stationary_iff {N m : ℕ} {S : Finset (Fin N → ℂ)} (hS : S.Nonempty)
    (hψ : ∀ z ∈ S, laughlin m z ≠ 0) {Q : Matrix S S ℝ} (hQ : IsStochastic Q)
    (hs : Q.IsSymm) (hc : Connected Q) (μ : S → ℝ) :
    IsStationary μ (metropolis Q (laughlinWeight m S)) ↔
      μ = normalized (laughlinWeight m S) := by
  constructor
  · exact stationary_unique hQ hs (fun z => pow_pos (norm_pos_iff.2 (hψ z.1 z.2)) 2) hc
  · rintro rfl
    exact (laughlin_metropolis hS hψ hQ hs).2

end

end LaughlinMetropolis
```

```lean
#print axioms LaughlinMetropolis.laughlin_ne_zero_iff
#print axioms LaughlinMetropolis.laughlin_stationary_iff
```

```
'LaughlinMetropolis.laughlin_ne_zero_iff' depends on axioms: [propext, Classical.choice, Quot.sound]
'LaughlinMetropolis.laughlin_stationary_iff' depends on axioms: [propext, Classical.choice, Quot.sound]
```

For simulations of fractional quantum Hall states, this identifies the target distribution of a Metropolis walk restricted to finitely many configurations, such as electrons on a grid. Moves in the continuous plane are not covered, nor is the error made by replacing the plane with a grid. A proposal that would leave `S` can be counted as a proposal to stay, which keeps $Q$ stochastic and leaves its symmetry intact; whether the remaining moves still connect `S` has to be checked separately. Whether a run forgets its starting configuration, and how quickly, is a separate question, on which stationarity is silent.
